# For g ≥ 0, the Wick series of the zero-dimensional quartic theory errs by at most its first omitted term

For a real coupling \(g\ge 0\), let

\[
Z(g)=\frac{1}{\sqrt{2\pi}}\int_{-\infty}^{\infty} e^{-x^2/2-gx^4}\,dx .
\]

Then for every \(N=0,1,2,\dots\)

\[
\Bigl|Z(g)-\sum_{n<N}\frac{(-g)^n(4n-1)!!}{n!}\Bigr|\le \frac{g^N(4N-1)!!}{N!},\qquad (-1)!!=1 .
\]

The error is zero or has the sign of the first omitted term. The series is asymptotic to \(Z(g)\) as \(g\to0^+\), yet it diverges for every \(g>0\).

The quartic anharmonic oscillator of quantum mechanics has the same kind of interaction. In the present model, which has a single real variable and no time or space, the truncation error of perturbation theory gets an explicit bound at each coupling.

```lean
import Mathlib

open MeasureTheory Filter Asymptotics
open scoped Topology

namespace ZeroDimensionalWickSeries

noncomputable section
```

## Contractions, partition function and Wick terms

Among \(2m+2\) fields, the first can be contracted with any of \(2m+1\) others, which leaves \(2m\) fields. The number \((2m-1)!!\) of complete contractions of \(2m\) fields therefore starts at 1 and gains a factor \(2m+1\) at each step. `pairings m` is defined by this recursion, not by enumerating contractions.

```lean
/-- The number `(2m-1)!!` of complete Wick contractions of `2m` fields, defined by
`(-1)!! = 1` and `(2m+1)!! = (2m+1) (2m-1)!!`. -/
def pairings : ℕ → ℕ
  | 0 => 1
  | m + 1 => (2 * m + 1) * pairings m
```

`partitionFn g` is \(Z(g)\), a Lebesgue integral over the real line, normalised so that \(Z(0)=1\). The vertex is \(gx^4\), without a factor \(1/4!\).

```lean
/-- The partition function `Z(g) = (2π)^(-1/2) ∫ exp(-x²/2 - g x⁴) dx` of the
zero-dimensional quartic theory, for couplings `g ≥ 0`. -/
def partitionFn (g : ℝ) : ℝ :=
  (Real.sqrt (2 * Real.pi))⁻¹ * ∫ x : ℝ, Real.exp (-x ^ 2 / 2 - g * x ^ 4)
```

Expanding \(e^{-gx^4}\) to order \(n\) gives \(4n\) fields, hence the term

\[
w_n(g)=\frac{(-g)^n(4n-1)!!}{n!}.
\]

The vertex is not normal ordered, so contractions within one vertex are counted.

```lean
/-- The term `(-g)^n (4n-1)!! / n!` of order `n` in the Wick series. -/
def wickTerm (g : ℝ) (n : ℕ) : ℝ :=
  (-g) ^ n * (pairings (2 * n) : ℝ) / (n.factorial : ℝ)
```

The recursion agrees with Mathlib's double factorial. The statement begins at two fields, which avoids the argument \(-1\) in the natural numbers.

```lean
/-- The number of complete contractions of `2m+2` fields is the double factorial `(2m+1)!!`. -/
theorem pairings_succ_eq_doubleFactorial (m : ℕ) :
    pairings (m + 1) = Nat.doubleFactorial (2 * m + 1) := by
  induction m with
  | zero => simp [pairings]
  | succ m ih =>
    rw [pairings, ih, show 2 * (m + 1) + 1 = (2 * m + 1) + 2 by ring,
      Nat.doubleFactorial_add_two]
```

## Gaussian moments from a total derivative

Every power of \(x\) is integrable against \(e^{-x^2/2}\), because the Gaussian decays faster than any power grows.

```lean
/-- Every power of the field is integrable against the Gaussian weight. -/
theorem integrable_moment (k : ℕ) :
    Integrable (fun x : ℝ => x ^ k * Real.exp (-x ^ 2 / 2)) := by
  have hk : (0 : ℝ) ≤ k := k.cast_nonneg
  have h := integrable_rpow_mul_exp_neg_mul_sq (b := 1 / 2) (by norm_num)
    (s := (k : ℝ)) (by linarith)
  refine h.congr (Eventually.of_forall fun x => ?_)
  show x ^ (k : ℝ) * Real.exp (-(1 / 2) * x ^ 2) = x ^ k * Real.exp (-x ^ 2 / 2)
  rw [Real.rpow_natCast, show -(1 / 2) * x ^ 2 = -x ^ 2 / 2 by ring]
```

Write \(I_m=\int x^{2m}e^{-x^2/2}\,dx\). Then \(I_0=\sqrt{2\pi}\), and

\[
\frac{d}{dx}\bigl(x^{2m+1}e^{-x^2/2}\bigr)=(2m+1)x^{2m}e^{-x^2/2}-x^{2m+2}e^{-x^2/2}.
\]

The left side integrates to zero, so \(I_{m+1}=(2m+1)I_m\), and by induction \(I_m=\sqrt{2\pi}\,(2m-1)!!\). This is Wick's theorem for the moments of one Gaussian variable; the version for several fields or for operators is not needed. In the proof, `hd` is the derivative above and `h0` is its vanishing integral.

```lean
/-- Wick's theorem for one Gaussian variable: the moment of order `2m` is `(2m-1)!!` times
the normalisation `√(2π)`. -/
theorem gaussian_moment (m : ℕ) :
    ∫ x : ℝ, x ^ (2 * m) * Real.exp (-x ^ 2 / 2)
      = Real.sqrt (2 * Real.pi) * (pairings m : ℝ) := by
  induction m with
  | zero =>
    have e : (fun x : ℝ => x ^ (2 * 0) * Real.exp (-x ^ 2 / 2))
        = fun x => Real.exp (-(1 / 2) * x ^ 2) := by
      funext x
      rw [mul_zero, pow_zero, one_mul]
      congr 1
      ring
    rw [e, integral_gaussian, show Real.pi / (1 / 2) = 2 * Real.pi by ring]
    simp [pairings]
  | succ m ih =>
    -- the integral of a total derivative vanishes
    have hd : ∀ x : ℝ, HasDerivAt (fun y : ℝ => y ^ (2 * m + 1) * Real.exp (-y ^ 2 / 2))
        ((2 * m + 1 : ℝ) * (x ^ (2 * m) * Real.exp (-x ^ 2 / 2))
          - x ^ (2 * (m + 1)) * Real.exp (-x ^ 2 / 2)) x := by
      intro x
      have h1 : HasDerivAt (fun y : ℝ => -y ^ 2 / 2) (-x) x := by
        refine ((hasDerivAt_pow 2 x).fun_neg.div_const 2).congr_deriv ?_
        show -(((2 : ℕ) : ℝ) * x ^ 1) / 2 = -x
        push_cast
        ring
      refine ((hasDerivAt_pow (2 * m + 1) x).fun_mul h1.exp).congr_deriv ?_
      simp only [Nat.add_sub_cancel]
      push_cast
      ring
    have hi := (integrable_moment (2 * m)).const_mul (2 * m + 1 : ℝ)
    have h0 := integral_eq_zero_of_hasDerivAt_of_integrable hd
      (hi.sub (integrable_moment (2 * (m + 1)))) (integrable_moment (2 * m + 1))
    rw [integral_sub hi (integrable_moment (2 * (m + 1))), integral_const_mul, ih] at h0
    simp only [pairings]
    push_cast
    linear_combination -h0
```

## The alternating remainder of the exponential

For \(t\ge0\) define the signed remainder

\[
Q_N(t)=(-1)^N\Bigl(e^{-t}-\sum_{n<N}\frac{(-t)^n}{n!}\Bigr).
\]

Clearly \(Q_0(t)=e^{-t}>0\). Differentiating term by term gives \(Q_{N+1}'=Q_N\), and \(Q_{N+1}(0)=0\). If \(Q_N\ge0\) on \([0,\infty)\), then \(Q_{N+1}\) increases from zero and is nonnegative too.

In the induction step `F` is \(Q_{N+1}\) with its constant term split off, `hF` is the derivative rule, and `hm` is the monotonicity.

```lean
/-- For `t ≥ 0` the error of the `N`-term expansion of `exp(-t)` has the sign `(-1)^N`
or vanishes. -/
theorem exp_remainder_nonneg (N : ℕ) : ∀ t : ℝ, 0 ≤ t →
    0 ≤ (-1 : ℝ) ^ N *
      (Real.exp (-t) - ∑ n ∈ Finset.range N, (-t) ^ n / (n.factorial : ℝ)) := by
  induction N with
  | zero =>
    intro t _
    simp only [pow_zero, one_mul, Finset.range_zero, Finset.sum_empty, sub_zero]
    exact (Real.exp_pos _).le
  | succ N ih =>
    intro t ht
    let F : ℝ → ℝ := fun s => (-1 : ℝ) ^ (N + 1) * (Real.exp (-s) -
      (∑ n ∈ Finset.range N, (-s) ^ (n + 1) / ((n + 1).factorial : ℝ) + 1))
    -- the derivative of each remainder is the preceding remainder
    have hF : ∀ s : ℝ, HasDerivAt F ((-1 : ℝ) ^ N *
        (Real.exp (-s) - ∑ n ∈ Finset.range N, (-s) ^ n / (n.factorial : ℝ))) s := by
      intro s
      have hs : HasDerivAt
          (fun u : ℝ => ∑ n ∈ Finset.range N, (-u) ^ (n + 1) / ((n + 1).factorial : ℝ))
          (∑ n ∈ Finset.range N, -((-s) ^ n / (n.factorial : ℝ))) s := by
        refine HasDerivAt.fun_sum fun n _ => ?_
        refine (((hasDerivAt_id' s).fun_neg.fun_pow (n + 1)).div_const _).congr_deriv ?_
        have hn : (n : ℝ) + 1 ≠ 0 := by positivity
        simp only [Nat.add_sub_cancel, Nat.factorial_succ]
        push_cast
        rw [show ((n : ℝ) + 1) * (-s) ^ n * -1 = ((n : ℝ) + 1) * (-(-s) ^ n) by ring,
          mul_div_mul_left _ _ hn, neg_div]
      refine (((hasDerivAt_id' s).fun_neg.exp.fun_sub (hs.add_const 1)).const_mul
        ((-1 : ℝ) ^ (N + 1))).congr_deriv ?_
      rw [Finset.sum_neg_distrib, pow_succ]
      ring
    have hm : MonotoneOn F (Set.Ici 0) := by
      refine monotoneOn_of_deriv_nonneg (convex_Ici 0)
        (fun s _ => (hF s).continuousAt.continuousWithinAt)
        (fun s _ => (hF s).differentiableAt.differentiableWithinAt) (fun s hs => ?_)
      rw [interior_Ici] at hs
      rw [(hF s).deriv]
      exact ih s (le_of_lt hs)
    have h0 : F 0 = 0 := by simp [F]
    rw [Finset.sum_range_succ', pow_zero, Nat.factorial_zero, Nat.cast_one, div_one]
    calc (0 : ℝ) = F 0 := h0.symm
      _ ≤ F t := hm (Set.mem_Ici.mpr le_rfl) (Set.mem_Ici.mpr ht) ht
```

Separating the last term of \(Q_{N+1}\) gives

\[
0\le Q_{N+1}(t)=\frac{t^N}{N!}-Q_N(t),
\]

and hence \(Q_N(t)\le t^N/N!\).

```lean
/-- For `t ≥ 0` the error of the `N`-term expansion of `exp(-t)`, multiplied by `(-1)^N`,
is at most `t^N / N!`. -/
theorem exp_remainder_le (N : ℕ) (t : ℝ) (ht : 0 ≤ t) :
    (-1 : ℝ) ^ N * (Real.exp (-t) - ∑ n ∈ Finset.range N, (-t) ^ n / (n.factorial : ℝ))
      ≤ t ^ N / (N.factorial : ℝ) := by
  have h := exp_remainder_nonneg (N + 1) t ht
  rw [Finset.sum_range_succ, pow_succ] at h
  have hsq : (-1 : ℝ) ^ N * (-t) ^ N = t ^ N := by
    rw [← mul_pow]
    simp
  rw [← hsq]
  linarith [h, mul_div_assoc ((-1 : ℝ) ^ N) ((-t) ^ N) (N.factorial : ℝ)]
```

## Integrating the remainder against the Gaussian

Put \(t=gx^4\), which is nonnegative because \(g\ge0\), and multiply by the Gaussian weight:

\[
0\le Q_N(gx^4)\,e^{-x^2/2}\le\frac{g^N}{N!}\,x^{4N}e^{-x^2/2}.
\]

Integrate over \(x\) and divide by \(\sqrt{2\pi}\). Only finitely many terms are exchanged with the integral, and each becomes a Wick term by the moment formula:

\[
\frac{1}{\sqrt{2\pi}}\int\frac{(-gx^4)^n}{n!}e^{-x^2/2}\,dx=w_n(g).
\]

The result is

\[
0\le(-1)^N\Bigl(Z(g)-\sum_{n<N}w_n(g)\Bigr)\le\frac{g^N(4N-1)!!}{N!}.
\]

At \(N=0\) the sum is empty and this reads \(0\le Z(g)\le1\).

In the proof, `D` is the middle expression of the pointwise inequality. `hD` factors it into the signed exponential remainder and the Gaussian weight, and `hI` evaluates its integral as \(\sqrt{2\pi}\) times the signed error. `hZ` obtains integrability of the full weight by comparison with the Gaussian.

```lean
/-- For `g ≥ 0` the error of the `N`-term Wick series, multiplied by `(-1)^N`, lies between
zero and `g^N (4N-1)!! / N!`. -/
theorem wick_series_enclosure {g : ℝ} (hg : 0 ≤ g) (N : ℕ) :
    0 ≤ (-1 : ℝ) ^ N * (partitionFn g - ∑ n ∈ Finset.range N, wickTerm g n) ∧
    (-1 : ℝ) ^ N * (partitionFn g - ∑ n ∈ Finset.range N, wickTerm g n)
      ≤ g ^ N * (pairings (2 * N) : ℝ) / (N.factorial : ℝ) := by
  have hc : 0 < Real.sqrt (2 * Real.pi) := Real.sqrt_pos.mpr (by positivity)
  have hZ : Integrable (fun x : ℝ => Real.exp (-x ^ 2 / 2 - g * x ^ 4)) := by
    refine (integrable_moment 0).mono'
      (Continuous.aestronglyMeasurable (by fun_prop)) (Eventually.of_forall fun x => ?_)
    simp only [pow_zero, one_mul, Real.norm_eq_abs, Real.abs_exp]
    have : 0 ≤ g * x ^ 4 := by positivity
    exact Real.exp_le_exp.mpr (by linarith)
  have hT : ∀ n : ℕ, Integrable (fun x : ℝ =>
      (-g) ^ n / (n.factorial : ℝ) * (x ^ (2 * (2 * n)) * Real.exp (-x ^ 2 / 2))) :=
    fun n => (integrable_moment (2 * (2 * n))).const_mul _
  have hTs : Integrable (fun x : ℝ => ∑ n ∈ Finset.range N,
      (-g) ^ n / (n.factorial : ℝ) * (x ^ (2 * (2 * n)) * Real.exp (-x ^ 2 / 2))) :=
    MeasureTheory.integrable_finsetSum _ fun n _ => hT n
  let D : ℝ → ℝ := fun x => (-1 : ℝ) ^ N * (Real.exp (-x ^ 2 / 2 - g * x ^ 4) -
    ∑ n ∈ Finset.range N,
      (-g) ^ n / (n.factorial : ℝ) * (x ^ (2 * (2 * n)) * Real.exp (-x ^ 2 / 2)))
  have hDi : Integrable D := (hZ.sub hTs).const_mul _
  -- Wick's theorem turns the integrated remainder into the error of the series
  have hI : ∫ x, D x = Real.sqrt (2 * Real.pi) *
      ((-1 : ℝ) ^ N * (partitionFn g - ∑ n ∈ Finset.range N, wickTerm g n)) := by
    simp only [D]
    rw [integral_const_mul, integral_sub hZ hTs, MeasureTheory.integral_finsetSum _ fun n _ => hT n]
    simp only [integral_const_mul, gaussian_moment]
    have hS : Real.sqrt (2 * Real.pi) * ∑ n ∈ Finset.range N, wickTerm g n
        = ∑ n ∈ Finset.range N, (-g) ^ n / (n.factorial : ℝ) *
          (Real.sqrt (2 * Real.pi) * (pairings (2 * n) : ℝ)) := by
      rw [Finset.mul_sum]
      refine Finset.sum_congr rfl fun n _ => ?_
      simp only [wickTerm]
      ring
    have hZc : Real.sqrt (2 * Real.pi) * partitionFn g
        = ∫ x : ℝ, Real.exp (-x ^ 2 / 2 - g * x ^ 4) := by
      rw [partitionFn, mul_inv_cancel_left₀ hc.ne']
    rw [← hS, ← hZc]
    ring
  -- pointwise, the integrand is the signed exponential remainder at t = g x⁴ times the Gaussian
  have hD : ∀ x, D x = (-1 : ℝ) ^ N * (Real.exp (-(g * x ^ 4)) -
      ∑ n ∈ Finset.range N, (-(g * x ^ 4)) ^ n / (n.factorial : ℝ))
        * Real.exp (-x ^ 2 / 2) := by
    intro x
    have hsum : ∑ n ∈ Finset.range N,
        (-g) ^ n / (n.factorial : ℝ) * (x ^ (2 * (2 * n)) * Real.exp (-x ^ 2 / 2))
        = (∑ n ∈ Finset.range N, (-(g * x ^ 4)) ^ n / (n.factorial : ℝ))
          * Real.exp (-x ^ 2 / 2) := by
      rw [Finset.sum_mul]
      refine Finset.sum_congr rfl fun n _ => ?_
      rw [← neg_mul, mul_pow, ← pow_mul, show 2 * (2 * n) = 4 * n by ring]
      ring
    have hexp : Real.exp (-x ^ 2 / 2 - g * x ^ 4)
        = Real.exp (-(g * x ^ 4)) * Real.exp (-x ^ 2 / 2) := by
      rw [← Real.exp_add]
      congr 1
      ring
    simp only [D]
    rw [hsum, hexp]
    ring
  constructor
  · refine (mul_nonneg_iff_of_pos_left hc).mp ?_
    rw [← hI]
    refine integral_nonneg fun x => ?_
    show 0 ≤ D x
    rw [hD]
    exact mul_nonneg (exp_remainder_nonneg N _ (by positivity)) (Real.exp_pos _).le
  · refine le_of_mul_le_mul_left ?_ hc
    rw [← hI]
    calc ∫ x, D x ≤ ∫ x : ℝ, g ^ N / (N.factorial : ℝ) *
          (x ^ (2 * (2 * N)) * Real.exp (-x ^ 2 / 2)) := by
          refine integral_mono hDi ((integrable_moment (2 * (2 * N))).const_mul _)
            fun x => ?_
          show D x ≤ g ^ N / (N.factorial : ℝ) *
            (x ^ (2 * (2 * N)) * Real.exp (-x ^ 2 / 2))
          rw [hD]
          refine (mul_le_mul_of_nonneg_right (exp_remainder_le N (g * x ^ 4)
            (by positivity)) (Real.exp_pos _).le).trans_eq ?_
          rw [mul_pow, ← pow_mul, show 2 * (2 * N) = 4 * N by ring]
          ring
      _ = _ := by
          rw [integral_const_mul, gaussian_moment]
          ring
```

Since \(|(-1)^N|=1\), the enclosure gives the absolute bound. In the statement, `Finset.range N` is the set of orders \(n<N\), and `hg` is the assumption \(g\ge0\). Physically, `hg` says that the action \(x^2/2+gx^4\) is bounded below.

```lean
/-- For `g ≥ 0` and every `N`, the `N`-term Wick series differs from `Z(g)` by at most
`g^N (4N-1)!! / N!`, the magnitude of the first omitted term. -/
theorem wick_series_error {g : ℝ} (hg : 0 ≤ g) (N : ℕ) :
    |partitionFn g - ∑ n ∈ Finset.range N,
        (-g) ^ n * (pairings (2 * n) : ℝ) / (n.factorial : ℝ)|
      ≤ g ^ N * (pairings (2 * N) : ℝ) / (N.factorial : ℝ) := by
  have h := wick_series_enclosure hg N
  have h2 := (abs_of_nonneg h.1).trans_le h.2
  rw [abs_mul, abs_pow, abs_neg, abs_one, one_pow, one_mul] at h2
  exact h2
```

Without that assumption the bound fails. Take \(g=-1/10\) and \(N=1\): the weight \(e^{-x^2/2+x^4/10}\) grows without limit and its integral diverges, while the right-hand side would be \(-3/10\). Replacing \(g\) by \(|g|\) there gives \(3/10\), which does not help. Lean gives a divergent integral the value 0, and even then the error is 1.

## Asymptotic as the coupling vanishes, divergent at any positive coupling

For fixed \(N\), the factor \((4N-1)!!/N!\) does not depend on \(g\), so the error is \(O(g^N)\). As this holds for every \(N\), using it with \(N+1\) shows that the error after including order \(N\) is \(O(g^{N+1})\), smaller than \(g^N\) as \(g\to0^+\). The filter `𝓝[≥] 0` expresses the approach to zero through nonnegative couplings.

```lean
/-- As `g → 0` through nonnegative couplings, the error of the `N`-term Wick series is of
order `g^N`. -/
theorem wick_series_asymptotic (N : ℕ) :
    (fun g : ℝ => partitionFn g - ∑ n ∈ Finset.range N, wickTerm g n)
      =O[𝓝[≥] 0] fun g : ℝ => g ^ N := by
  refine IsBigO.of_bound ((pairings (2 * N) : ℝ) / (N.factorial : ℝ)) ?_
  filter_upwards [self_mem_nhdsWithin] with g hg
  have hg' : 0 ≤ g := hg
  rw [Real.norm_eq_abs, Real.norm_eq_abs, abs_of_nonneg (pow_nonneg hg' N)]
  exact (wick_series_error hg' N).trans_eq (by ring)
```

For \(g>0\), successive terms satisfy

\[
\frac{|w_{n+1}(g)|}{|w_n(g)|}=\frac{g(4n+3)(4n+1)}{n+1}.
\]

Once \(ng>1\), the numerator \(g(16n^2+16n+3)\) exceeds \(16(n+1)\), so the ratio is greater than 2. The terms then at least double in magnitude at each order, and the series cannot converge. The proof establishes this ratio as `hratio` and applies the ratio test with the threshold 2. For a real series, `Summable` means absolute convergence, so the formal statement by itself denies only that. Conditional convergence is excluded by the doubling just shown, because the terms do not tend to zero.

```lean
/-- For every coupling `g > 0` the Wick series is not summable. -/
theorem wick_series_diverges {g : ℝ} (hg : 0 < g) : ¬ Summable (wickTerm g) := by
  have hpos : ∀ m, 0 < pairings m := by
    intro m
    induction m with
    | zero => simp [pairings]
    | succ m ih =>
      simp only [pairings]
      positivity
  have hnorm : ∀ n, ‖wickTerm g n‖
      = g ^ n * (pairings (2 * n) : ℝ) / (n.factorial : ℝ) := by
    intro n
    rw [Real.norm_eq_abs, wickTerm, abs_div, abs_mul, abs_pow, abs_neg, abs_of_pos hg,
      Nat.abs_cast, Nat.abs_cast]
  have hterm : ∀ n, 0 < ‖wickTerm g n‖ := by
    intro n
    have hp : (0 : ℝ) < pairings (2 * n) := Nat.cast_pos.mpr (hpos _)
    rw [hnorm]
    positivity
  refine not_summable_of_ratio_norm_eventually_ge (r := 2) (by norm_num)
    (Eventually.of_forall fun n => (hterm n).ne').frequently ?_
  obtain ⟨M, hM⟩ := exists_nat_gt (1 / g)
  filter_upwards [eventually_ge_atTop M] with n hn
  have hMn : (M : ℝ) ≤ n := Nat.cast_le.mpr hn
  have h1 : 1 < (n : ℝ) * g := (div_lt_iff₀ hg).mp (hM.trans_le hMn)
  have hn0 : (0 : ℝ) ≤ n := n.cast_nonneg
  -- the ratio of successive terms is g (4n+3)(4n+1)/(n+1)
  have hratio : ‖wickTerm g (n + 1)‖
      = g * ((4 * n + 3) * (4 * n + 1)) / ((n : ℝ) + 1) * ‖wickTerm g n‖ := by
    have hp : (pairings (2 * (n + 1)) : ℝ)
        = (4 * n + 3) * (4 * n + 1) * (pairings (2 * n) : ℝ) := by
      rw [show 2 * (n + 1) = 2 * n + 1 + 1 by ring]
      simp only [pairings]
      push_cast
      ring
    rw [hnorm, hnorm, hp, Nat.factorial_succ, Nat.cast_mul, Nat.cast_add, Nat.cast_one,
      ← mul_div_mul_comm]
    congr 1
    ring
  rw [hratio]
  refine mul_le_mul_of_nonneg_right ?_ (hterm n).le
  rw [le_div_iff₀ (by positivity)]
  nlinarith [mul_nonneg hn0 (sub_nonneg.mpr h1.le)]

end

end ZeroDimensionalWickSeries
```

```lean
#print axioms ZeroDimensionalWickSeries.pairings_succ_eq_doubleFactorial
#print axioms ZeroDimensionalWickSeries.wick_series_error
#print axioms ZeroDimensionalWickSeries.wick_series_asymptotic
#print axioms ZeroDimensionalWickSeries.wick_series_diverges
```

```
'ZeroDimensionalWickSeries.pairings_succ_eq_doubleFactorial' depends on axioms: [propext]
'ZeroDimensionalWickSeries.wick_series_error' depends on axioms: [propext, Classical.choice, Quot.sound]
'ZeroDimensionalWickSeries.wick_series_asymptotic' depends on axioms: [propext, Classical.choice, Quot.sound]
'ZeroDimensionalWickSeries.wick_series_diverges' depends on axioms: [propext, Classical.choice, Quot.sound]
```
